# For fermions in a finite basis, the diagonal Green's function in Lehmann form has Im G < 0 and |G| ≤ 1/Im z when Im z > 0

An electron is added to, or removed from, a normalised spin-orbital of a many-electron system in the normalised state $\psi$. The response at complex energy $z$ is described by the diagonal Green's function

$$G(z)=\langle\psi,\,c\,(z+E_0-H)^{-1}c^\dagger\psi\rangle+\langle\psi,\,c^\dagger(z-E_0+H)^{-1}c\,\psi\rangle .$$

Here $H$ is the many-body Hamiltonian, $c$ annihilates an electron in the orbital, and $E_0$ is the energy from which excitations are counted. At $z=\omega+i\eta$, with $\omega$ real and $\eta>0$, the quantity $-\operatorname{Im}G/\pi$ is the broadened spectral function. It should be positive, and because a single spin-orbital carries only a limited weight, its height at given $\eta$ should be bounded. Both properties are derived below for matrices of finite size, with or without interactions in $H$.

```lean
import Mathlib

open Matrix

namespace LehmannCausality

noncomputable section

variable {n : Type*} [Fintype n] [DecidableEq n]
```

## States and the Green's function

A state is a vector of complex amplitudes $u_i$, with $\|u\|^2=\sum_i|u_i|^2$. The index type `n` labels a finite orthonormal basis of the Fock space, which contains states of every electron number that the orbitals allow; it does not label the orbitals.

```lean
/-- The squared norm of a state vector, the sum of the squared moduli of its amplitudes. -/
def sqNorm (u : n → ℂ) : ℝ := ∑ i, ‖u i‖ ^ 2
```

In the definition of $G$, `cᴴ` is $c^\dagger$, and `star ψ ⬝ᵥ A *ᵥ ψ` is $\langle\psi,A\psi\rangle$, conjugate-linear in the first argument. "Lehmann form" often means the expansion over eigenstates of $H$; here the resolvents are left as matrix inverses.

```lean
/-- The one-particle Green's function in Lehmann form: a particle term, in which `cᴴ` acts first on
`ψ`, plus a hole term, in which `c` acts first. Lean defines it for every `z`, but the value is
meaningful only where both inverted matrices are nonsingular. -/
def green (H c : Matrix n n ℂ) (ψ : n → ℂ) (E₀ : ℝ) (z : ℂ) : ℂ :=
  star ψ ⬝ᵥ (c * ((z + (E₀ : ℂ)) • (1 : Matrix n n ℂ) - H)⁻¹ * cᴴ) *ᵥ ψ
    + star ψ ⬝ᵥ (cᴴ * ((z - (E₀ : ℂ)) • (1 : Matrix n n ℂ) + H)⁻¹ * c) *ᵥ ψ
```

Two facts about the norm are needed. First, $\langle x,x\rangle=\sum_i\overline{x_i}x_i=\|x\|^2$.

```lean
omit [DecidableEq n] in
/-- The inner product of a state vector with itself is its squared norm. -/
theorem star_dotProduct_self (x : n → ℂ) : star x ⬝ᵥ x = (sqNorm x : ℂ) := by
  simp only [dotProduct, sqNorm, Pi.star_apply, Complex.ofReal_sum]
  refine Finset.sum_congr rfl fun i _ => ?_
  rw [Complex.star_def, mul_comm, Complex.mul_conj, Complex.normSq_eq_norm_sq]
```

Second, if $x\neq0$, some amplitude is nonzero, so $\|x\|^2>0$.

```lean
omit [DecidableEq n] in
/-- A nonzero state vector has positive squared norm. -/
theorem sqNorm_pos {x : n → ℂ} (hx : x ≠ 0) : 0 < sqNorm x := by
  obtain ⟨i, hi⟩ := Function.ne_iff.mp hx
  have hi' : 0 < ‖x i‖ := norm_pos_iff.mpr hi
  exact Finset.sum_pos' (fun j _ => sq_nonneg _) ⟨i, Finset.mem_univ i, pow_pos hi' 2⟩
```

## The sign and size of one resolvent element

Let $H$ be Hermitian and $w$ complex. Then

$$\langle x,(w-H)x\rangle=w\|x\|^2-\langle x,Hx\rangle .$$

The number $\langle x,Hx\rangle$, which is the energy expectation value when $x$ is normalised, is real, because $\overline{\langle x,Hx\rangle}=\langle Hx,x\rangle=\langle x,Hx\rangle$. The imaginary part is therefore $\operatorname{Im}w\,\|x\|^2$. In the proof, `hreal` is the statement that this number equals its own conjugate.

```lean
/-- For Hermitian `H`, the imaginary part of `⟨x, (w - H) x⟩` is `Im w` times the squared norm
of `x`. -/
theorem im_quadratic {H : Matrix n n ℂ} (hH : H.IsHermitian) (w : ℂ) (x : n → ℂ) :
    (star x ⬝ᵥ (w • (1 : Matrix n n ℂ) - H) *ᵥ x).im = w.im * sqNorm x := by
  -- the energy expectation value is real
  have hreal : star (star x ⬝ᵥ H *ᵥ x) = star x ⬝ᵥ H *ᵥ x := by
    rw [← Matrix.star_dotProduct, Matrix.star_mulVec, hH.eq, ← Matrix.dotProduct_mulVec]
  have him : (star x ⬝ᵥ H *ᵥ x).im = 0 := Complex.conj_eq_iff_im.mp hreal
  rw [Matrix.sub_mulVec, Matrix.smul_mulVec, Matrix.one_mulVec, dotProduct_sub,
    dotProduct_smul, star_dotProduct_self, smul_eq_mul, Complex.sub_im, him]
  simp
```

Now let $\operatorname{Im}w>0$. If $w-H$ were singular, there would be a $v\neq0$ with $(w-H)v=0$, and the identity above would give $0=\operatorname{Im}w\,\|v\|^2>0$. So $w-H$ is invertible. For any $u$, put $x=(w-H)^{-1}u$. Then

$$\langle u,x\rangle=\langle(w-H)x,x\rangle=\overline{\langle x,(w-H)x\rangle},\qquad \operatorname{Im}\langle u,x\rangle=-\operatorname{Im}w\,\|x\|^2 .$$

The theorem states both results. The first, that the determinant is a unit, matters because Lean assigns a value even to the inverse of a singular matrix.

```lean
/-- For Hermitian `H` and `Im w > 0` the matrix `w - H` is invertible, and the imaginary part of
`⟨u, (w - H)⁻¹ u⟩` is `-Im w` times the squared norm of `(w - H)⁻¹ u`. -/
theorem resolvent_im {H : Matrix n n ℂ} (hH : H.IsHermitian) {w : ℂ} (hw : 0 < w.im)
    (u : n → ℂ) :
    IsUnit (w • (1 : Matrix n n ℂ) - H).det ∧
      (star u ⬝ᵥ (w • (1 : Matrix n n ℂ) - H)⁻¹ *ᵥ u).im
        = -(w.im * sqNorm ((w • (1 : Matrix n n ℂ) - H)⁻¹ *ᵥ u)) := by
  have hdet : IsUnit (w • (1 : Matrix n n ℂ) - H).det := by
    rw [isUnit_iff_ne_zero]
    intro h0
    -- a null vector would have zero norm
    obtain ⟨v, hv, hv0⟩ := Matrix.exists_mulVec_eq_zero_iff.mpr h0
    have h := im_quadratic hH w v
    rw [hv0, dotProduct_zero, Complex.zero_im] at h
    exact (mul_pos hw (sqNorm_pos hv)).ne h
  refine ⟨hdet, ?_⟩
  have h := im_quadratic hH w ((w • (1 : Matrix n n ℂ) - H)⁻¹ *ᵥ u)
  rw [Matrix.mulVec_mulVec, Matrix.mul_nonsing_inv _ hdet, Matrix.one_mulVec] at h
  rw [Matrix.star_dotProduct, Complex.star_def, Complex.conj_im, h]
```

For the modulus, write $g=|\langle u,x\rangle|$. The last identity gives $\operatorname{Im}w\,\|x\|^2\le g$, and Cauchy–Schwarz gives $g^2\le\|u\|^2\|x\|^2$. Together,

$$\operatorname{Im}w\,g^2\le\|u\|^2\,\operatorname{Im}w\,\|x\|^2\le\|u\|^2 g .$$

If $g>0$, division by $g$ yields $g\le\|u\|^2/\operatorname{Im}w$; if $g=0$, the bound is immediate. The Lean proof argues by contradiction: if $g\operatorname{Im}w>\|u\|^2$, then $g>0$, and multiplying by $g$ contradicts the displayed chain. The products `h1`, `h2` and `h3` are what `nlinarith` combines.

```lean
/-- For Hermitian `H` and `Im w > 0`, the modulus of `⟨u, (w - H)⁻¹ u⟩` is at most the squared
norm of `u` divided by `Im w`. -/
theorem resolvent_norm_le {H : Matrix n n ℂ} (hH : H.IsHermitian) {w : ℂ} (hw : 0 < w.im)
    (u : n → ℂ) :
    ‖star u ⬝ᵥ (w • (1 : Matrix n n ℂ) - H)⁻¹ *ᵥ u‖ ≤ sqNorm u / w.im := by
  have him := (resolvent_im hH hw u).2
  generalize (w • (1 : Matrix n n ℂ) - H)⁻¹ *ᵥ u = x at him ⊢
  -- Cauchy-Schwarz
  have hsum : ‖star u ⬝ᵥ x‖ ≤ ∑ i, ‖u i‖ * ‖x i‖ :=
    norm_sum_le_of_le _ fun i _ => by simp
  have hcs : ‖star u ⬝ᵥ x‖ ^ 2 ≤ sqNorm u * sqNorm x :=
    (pow_le_pow_left₀ (norm_nonneg _) hsum 2).trans
      (Finset.sum_mul_sq_le_sq_mul_sq _ _ _)
  have habs := (neg_le_abs _).trans (Complex.abs_im_le_norm (star u ⬝ᵥ x))
  have hu : 0 ≤ sqNorm u := Finset.sum_nonneg fun i _ => sq_nonneg _
  have hx : w.im * sqNorm x ≤ ‖star u ⬝ᵥ x‖ := by linarith
  rw [le_div_iff₀ hw]
  by_contra hlt
  push Not at hlt
  have hg : 0 < ‖star u ⬝ᵥ x‖ := pos_of_mul_pos_left (hu.trans_lt hlt) hw.le
  have h1 := mul_le_mul_of_nonneg_left hx hu
  have h2 := mul_le_mul_of_nonneg_left hcs hw.le
  have h3 := mul_lt_mul_of_pos_left hlt hg
  nlinarith
```

## Particle and hole weights

Both terms of $G$ have the shape $\langle\psi,B^\dagger RB\psi\rangle=\langle B\psi,RB\psi\rangle$, with $B=c^\dagger$ for the particle term and $B=c$ for the hole term.

```lean
omit [DecidableEq n] in
/-- The inner product `⟨ψ, Bᴴ R B ψ⟩` equals `⟨B ψ, R (B ψ)⟩`; no vector need be normalised. -/
theorem expectation_sandwich (B R : Matrix n n ℂ) (ψ : n → ℂ) :
    star ψ ⬝ᵥ (Bᴴ * R * B) *ᵥ ψ = star (B *ᵥ ψ) ⬝ᵥ R *ᵥ (B *ᵥ ψ) := by
  rw [Matrix.star_mulVec, ← Matrix.dotProduct_mulVec]
  simp only [Matrix.mulVec_mulVec, Matrix.mul_assoc]
```

The condition $cc^\dagger+c^\dagger c=1$ is the anticommutation relation for one normalised spin-orbital. For a normalised $\psi$ it says that the probabilities of finding the orbital empty, $\|c^\dagger\psi\|^2$, and occupied, $\|c\psi\|^2$, add to one. Setting $R=1$ above gives, for any $\psi$,

$$\|c^\dagger\psi\|^2+\|c\psi\|^2=\langle\psi,(cc^\dagger+c^\dagger c)\psi\rangle=\|\psi\|^2 .$$

The relation $c^2=0$ is not used.

```lean
/-- If `c cᴴ + cᴴ c = 1`, the squared norms of `cᴴ ψ` and `c ψ` add up to that of `ψ`. -/
theorem weight_sum_rule {c : Matrix n n ℂ} (hc : c * cᴴ + cᴴ * c = 1) (ψ : n → ℂ) :
    sqNorm (cᴴ *ᵥ ψ) + sqNorm (c *ᵥ ψ) = sqNorm ψ := by
  have h1 := expectation_sandwich cᴴ 1 ψ
  have h2 := expectation_sandwich c 1 ψ
  rw [Matrix.conjTranspose_conjTranspose, Matrix.mul_one, Matrix.one_mulVec,
    star_dotProduct_self] at h1
  rw [Matrix.mul_one, Matrix.one_mulVec, star_dotProduct_self] at h2
  have h : (sqNorm (cᴴ *ᵥ ψ) : ℂ) + (sqNorm (c *ᵥ ψ) : ℂ) = (sqNorm ψ : ℂ) := by
    rw [← h1, ← h2, ← dotProduct_add, ← Matrix.add_mulVec, hc, Matrix.one_mulVec,
      star_dotProduct_self]
  exact_mod_cast h
```

## Both terms together

Let $\psi$ be normalised, $\|\psi\|=1$, and set $u=c^\dagger\psi$ and $v=c\psi$. Since $z-E_0+H=(z-E_0)-(-H)$ and $-H$ is Hermitian, the hole term is also a resolvent element of the kind treated above. A real $E_0$ leaves $\operatorname{Im}z$ unchanged. With $x=(z+E_0-H)^{-1}u$ and $y=(z-E_0+H)^{-1}v$,

$$\operatorname{Im}G=-\operatorname{Im}z\,(\|x\|^2+\|y\|^2),\qquad |G|\le\frac{\|u\|^2+\|v\|^2}{\operatorname{Im}z}=\frac1{\operatorname{Im}z}.$$

The sign is strict: $u$ and $v$ cannot both vanish, since their squared norms add to one, and a nonzero $u$ or $v$ gives a nonzero $x$ or $y$.

The theorem takes a Hermitian `H`, a matrix `c` obeying the anticommutation relation, a state with `sqNorm ψ = 1`, a real `E₀` and a `z` in the upper half-plane. Its name, `green_causal`, refers to the two inequalities, not to a statement about time evolution. In the proof, `weak` gives $\operatorname{Im}\le0$ for each term, `strict` gives $\operatorname{Im}<0$ when the vector is nonzero, and the case split on $c\psi=0$ decides which term supplies the strict sign.

```lean
/-- For Hermitian `H`, `c cᴴ + cᴴ c = 1`, a unit vector `ψ`, real `E₀` and `Im z > 0`, the
Green's function in Lehmann form has negative imaginary part and modulus at most `1 / Im z`. -/
theorem green_causal {H c : Matrix n n ℂ} (hH : H.IsHermitian) (hc : c * cᴴ + cᴴ * c = 1)
    {ψ : n → ℂ} (hψ : sqNorm ψ = 1) (E₀ : ℝ) {z : ℂ} (hz : 0 < z.im) :
    (green H c ψ E₀ z).im < 0 ∧ ‖green H c ψ E₀ z‖ ≤ 1 / z.im := by
  have hp : (z + (E₀ : ℂ)).im = z.im := by simp
  have hm : (z - (E₀ : ℂ)).im = z.im := by simp
  have hp0 : 0 < (z + (E₀ : ℂ)).im := hp ▸ hz
  have hm0 : 0 < (z - (E₀ : ℂ)).im := hm ▸ hz
  have hsum := weight_sum_rule hc ψ
  -- the hole term is a resolvent of `-H`
  have hG : green H c ψ E₀ z =
      star (cᴴ *ᵥ ψ) ⬝ᵥ ((z + (E₀ : ℂ)) • (1 : Matrix n n ℂ) - H)⁻¹ *ᵥ (cᴴ *ᵥ ψ)
      + star (c *ᵥ ψ) ⬝ᵥ ((z - (E₀ : ℂ)) • (1 : Matrix n n ℂ) - -H)⁻¹ *ᵥ (c *ᵥ ψ) := by
    rw [← expectation_sandwich, ← expectation_sandwich, Matrix.conjTranspose_conjTranspose,
      sub_neg_eq_add, green]
  have weak : ∀ (K : Matrix n n ℂ) (w : ℂ) (u : n → ℂ), K.IsHermitian → 0 < w.im →
      (star u ⬝ᵥ (w • (1 : Matrix n n ℂ) - K)⁻¹ *ᵥ u).im ≤ 0 := by
    intro K w u hK hw
    rw [(resolvent_im hK hw u).2]
    exact neg_nonpos.mpr (mul_nonneg hw.le (Finset.sum_nonneg fun i _ => sq_nonneg _))
  have strict : ∀ (K : Matrix n n ℂ) (w : ℂ) (u : n → ℂ), K.IsHermitian → 0 < w.im → u ≠ 0 →
      (star u ⬝ᵥ (w • (1 : Matrix n n ℂ) - K)⁻¹ *ᵥ u).im < 0 := by
    intro K w u hK hw hu
    obtain ⟨hdet, him⟩ := resolvent_im hK hw u
    rw [him]
    refine neg_neg_of_pos (mul_pos hw (sqNorm_pos fun h => hu ?_))
    have h' := congrArg (fun x => (w • (1 : Matrix n n ℂ) - K) *ᵥ x) h
    simpa only [Matrix.mulVec_mulVec, Matrix.mul_nonsing_inv _ hdet, Matrix.one_mulVec,
      Matrix.mulVec_zero] using h'
  rw [hG]
  constructor
  · rw [Complex.add_im]
    by_cases hv : c *ᵥ ψ = 0
    · -- without a hole amplitude the particle amplitude cannot vanish
      have hu : cᴴ *ᵥ ψ ≠ 0 := by
        intro hu
        rw [hu, hv, hψ] at hsum
        simp [sqNorm] at hsum
      exact add_neg_of_neg_of_nonpos (strict _ _ _ hH hp0 hu) (weak _ _ _ hH.neg hm0)
    · exact add_neg_of_nonpos_of_neg (weak _ _ _ hH hp0) (strict _ _ _ hH.neg hm0 hv)
  · have h1 := resolvent_norm_le hH hp0 (cᴴ *ᵥ ψ)
    have h2 := resolvent_norm_le hH.neg hm0 (c *ᵥ ψ)
    rw [hp] at h1
    rw [hm] at h2
    refine (norm_add_le _ _).trans ((add_le_add h1 h2).trans_eq ?_)
    rw [← add_div, hsum, hψ]
```

The hypotheses do not require $H\psi=E_0\psi$. That equation is the step that identifies $G$ with the Fourier transform of the retarded Green's function of a system prepared in $\psi$. In electronic-structure work, the inequalities apply to a diagonal Green's function computed by exact diagonalisation in a finite basis.

## An empty level attains the bound

Take one fermionic level with basis states empty, $(1,0)$, and occupied, $(0,1)$. The matrix $c$ sends occupied to empty.

```lean
/-- The annihilation matrix of a single fermionic level, in the basis (empty, occupied). -/
def levelC : Matrix (Fin 2) (Fin 2) ℂ := !![0, 1; 0, 0]
```

The level has real energy $\varepsilon$ when occupied.

```lean
/-- The Hamiltonian of a single level: energy `0` when empty and `ε` when occupied. -/
def levelH (ε : ℝ) : Matrix (Fin 2) (Fin 2) ℂ := !![0, 0; 0, (ε : ℂ)]
```

Let $\psi=(1,0)$ and $E_0=0$. Then $c\psi=0$, so the hole term vanishes, and $c^\dagger\psi=(0,1)$ is an eigenvector of $H$ with eigenvalue $\varepsilon$. Hence $G(z)=1/(z-\varepsilon)$. The Lean proof checks the hypotheses entry by entry and writes out both diagonal inverses, whose denominators $z$ and $z\pm\varepsilon$ are nonzero because $\operatorname{Im}z>0$.

```lean
/-- The single level with its empty state meets the hypotheses of `green_causal` on `H`, `c` and
`ψ`, and for `E₀ = 0` and `Im z > 0` its Green's function is `1 / (z - ε)`. -/
theorem green_causal_witness (ε : ℝ) {z : ℂ} (hz : 0 < z.im) :
    (levelH ε).IsHermitian ∧ levelC * levelCᴴ + levelCᴴ * levelC = 1 ∧
      sqNorm (![1, 0] : Fin 2 → ℂ) = 1 ∧
      green (levelH ε) levelC ![1, 0] 0 z = 1 / (z - (ε : ℂ)) := by
  have h0 : z ≠ 0 := by
    rintro rfl
    simp at hz
  have hm : z - (ε : ℂ) ≠ 0 := by
    intro h
    have h' := congrArg Complex.im h
    simp at h'
    linarith
  have hp : z + (ε : ℂ) ≠ 0 := by
    intro h
    have h' := congrArg Complex.im h
    simp at h'
    linarith
  refine ⟨?_, ?_, ?_, ?_⟩
  · ext i j
    fin_cases i <;> fin_cases j <;> simp [levelH]
  · have hct : levelCᴴ = !![0, 0; 1, 0] := by
      ext i j
      fin_cases i <;> fin_cases j <;> simp [levelC, Matrix.conjTranspose_apply]
    rw [hct]
    ext i j
    fin_cases i <;> fin_cases j <;> simp [levelC]
  · simp [sqNorm, Fin.sum_univ_two]
  · -- both resolvents are diagonal
    have h1 : ((z + ((0 : ℝ) : ℂ)) • (1 : Matrix (Fin 2) (Fin 2) ℂ) - levelH ε)⁻¹
        = !![z⁻¹, 0; 0, (z - (ε : ℂ))⁻¹] := by
      apply Matrix.inv_eq_right_inv
      ext i j
      fin_cases i <;> fin_cases j <;>
        simp [levelH, Matrix.mul_apply, Fin.sum_univ_two, h0, hm]
    have h2 : ((z - ((0 : ℝ) : ℂ)) • (1 : Matrix (Fin 2) (Fin 2) ℂ) + levelH ε)⁻¹
        = !![z⁻¹, 0; 0, (z + (ε : ℂ))⁻¹] := by
      apply Matrix.inv_eq_right_inv
      ext i j
      fin_cases i <;> fin_cases j <;>
        simp [levelH, Matrix.mul_apply, Fin.sum_univ_two, h0, hp]
    rw [green, h1, h2]
    simp [levelC, Matrix.mulVec, dotProduct, Matrix.mul_apply, Fin.sum_univ_two]
```

At $z=\varepsilon+i\eta$ with $\eta>0$ this becomes $G=1/(i\eta)=-i/\eta$, so $|G|=1/\eta=1/\operatorname{Im}z$. No smaller constant than 1 would therefore do in the general bound.

```lean
/-- The bound `1 / Im z` is attained: for the empty single level with `E₀ = 0`, the Green's
function at `z = ε + iη` with `η > 0` has modulus exactly `1 / η`. -/
theorem green_bound_attained (ε : ℝ) {η : ℝ} (hη : 0 < η) :
    ‖green (levelH ε) levelC ![1, 0] 0 ((ε : ℂ) + (η : ℂ) * Complex.I)‖ = 1 / η := by
  have hz : 0 < ((ε : ℂ) + (η : ℂ) * Complex.I).im := by simpa using hη
  rw [(green_causal_witness ε hz).2.2.2, add_sub_cancel_left]
  simp [abs_of_pos hη]

end

end LehmannCausality
```

```lean
#print axioms LehmannCausality.green_causal
-- 'LehmannCausality.green_causal' depends on axioms: [propext, Classical.choice, Quot.sound]
#print axioms LehmannCausality.green_bound_attained
-- 'LehmannCausality.green_bound_attained' depends on axioms: [propext, Classical.choice, Quot.sound]
```
